# A measurable exciton weight between 0 and min(1, Cq²) keeps the static phonon integral at or below 4m√C

Set ħ = 1. A carrier of mass m, initially at rest, emits a phonon of energy w ≥ 0 and momentum q > 0. The size of the inverse energy denominator in second-order perturbation theory is

D_w(q) = 1/(q²/(2m) + w).

In a polar crystal the squared long-range coupling goes as 1/q², which cancels the q² of the volume element, so I integrate D_w over q alone and leave out the prefactors, which are held fixed when w varies. If I treat the lattice as static, w = 0, the integral blows up at small q. Yet I am told that the same static treatment can be harmless for an exciton, which consists of two such carriers. How can the pair be finite when each carrier diverges? And does a small w lead smoothly to the static answer?

## Neutrality removes the small-q singularity

At long wavelength the phonon field acts on the electron and the hole with opposite signs. The amplitude for a bound pair therefore vanishes at least linearly in q, and its square at least quadratically. I model this by a weight F(q) that multiplies D_w(q), with

0 ≤ F(q) ≤ min(1, Cq²) for q > 0, where C > 0.

The value F = 1 is the single carrier, and √C is a length that reflects the electron–hole separation.

### The integrals by hand

For w > 0, put b = √(2mw), the momentum at which recoil and phonon energy are equal. Then

D_w(q) = 2m/(q² + b²) = d/dq [(2m/b) arctan(q/b)].

The bracket runs from 0 to (2m/b)(π/2), so

∫₀^∞ D_w dq = πm/b = π√(m/(2w)),

because (m/b)² = m²/(2mw) = m/(2w). This grows without bound as w → 0⁺. The statement concerns the integral, not the full energy shift: in the Fröhlich model with fixed dielectric constants the omitted prefactor is proportional to w, and the single-carrier shift goes to zero as √w.

For w = 0 the integrand is D_0(q) = 2m/q², with antiderivative −2m/q. Above a cutoff k > 0,

∫ₖ^∞ D_0 dq = 2m/k,

which diverges as k → 0⁺.

Now take the largest allowed weight, min(1, Cq²), and write s = √C. For q ≤ 1/s the weighted static integrand is s²q² · 2m/q² = 2ms², a constant. Over the length 1/s it contributes 2ms. For q > 1/s the weight is 1, and the cutoff formula with k = 1/s gives another 2ms. Hence

∫₀^∞ min(1, Cq²) D_0(q) dq = 4m√C.

For any other allowed F and any w ≥ 0, a larger denominator gives D_w ≤ D_0, so

0 ≤ F(q) D_w(q) ≤ min(1, Cq²) D_0(q).

Integrating gives at most 4m√C. At fixed q > 0, F(q) D_w(q) → F(q) D_0(q) as w → 0⁺. The right-hand side above is an integrable majorant independent of w, so dominated convergence carries the limit through the integral. The static answer for the pair is thus the limit of the dynamic ones.

As a limiting case, let C → ∞. The largest weight tends to 1 at every q > 0 and 4m√C grows without bound, which brings back the single carrier's divergence.

### What the formal statements say

`recoil m w q` is D_w(q), and `Ioi k` is the range q > k. The filter `𝓝[>] 0` means approach to zero from above, and `atTop` as a target means divergence to +∞. The weight is a function `F : ℝ → ℝ`, assumed `Measurable`, with its bounds `hb` required only for q > 0.

`neutral_exciton_bound` holds for every w ≥ 0, the static case included. `extremal_weight` shows that its constant is the best possible at w = 0. Each value or bound comes with `IntegrableOn`, since Lean assigns the integral 0 to a non-integrable function; this is also why the static divergence is expressed through k.

Both upper bounds on F, the quadratic one and the cap at 1, are assumed, not derived from a Bethe–Salpeter wavefunction. A weight summed over all internal states of the pair tends to 2 at large q and so exceeds the cap; dividing it by a suitable constant, which goes into the prefactor, brings it within the bounds. The model also has a parabolic band, a dispersionless phonon, the same mass m for the pair as for the carrier, and no internal excitation energies of the exciton. Within this second-order, one-integral model, the result bears on phonon corrections in electronic-structure work: a static denominator that fails for a band-edge energy can still give a finite correction for a neutral excitation.

```lean
import Mathlib

open MeasureTheory Set Filter Topology Real

namespace AdiabaticBreakdown

/-- Inverse energy denominator `1 / (q²/(2m) + w)` for a carrier of mass `m`, initially at rest,
that emits a phonon of energy `w` and momentum `q` (with `ħ = 1`); its domain is `m ≠ 0`,
`q²/(2m) + w ≠ 0`. -/
noncomputable def recoil (m w q : ℝ) : ℝ := 1 / (q ^ 2 / (2 * m) + w)

/-- Without phonon energy the inverse denominator is positive and equals `2m/q²`, for `m > 0`
and `q > 0`. -/
theorem recoil_static {m q : ℝ} (hm : 0 < m) (hq : 0 < q) :
    0 < recoil m 0 q ∧ recoil m 0 q = 2 * m / q ^ 2 := by
  have h : recoil m 0 q = 2 * m / q ^ 2 := by
    unfold recoil
    rw [add_zero, one_div_div]
  refine ⟨?_, h⟩
  rw [h]
  positivity

/-- For positive mass and phonon energy, the inverse denominator is integrable over all `q > 0`,
and its integral is `π √(m/(2w))`. -/
theorem dynamic_integral {m w : ℝ} (hm : 0 < m) (hw : 0 < w) :
    IntegrableOn (recoil m w) (Ioi 0) ∧
      ∫ q in Ioi 0, recoil m w q = π * √(m / (2 * w)) := by
  -- `b` is the momentum at which the recoil energy equals the phonon energy
  obtain ⟨b, hb, hb2⟩ : ∃ b : ℝ, 0 < b ∧ b ^ 2 = 2 * m * w :=
    ⟨√(2 * m * w), Real.sqrt_pos.2 (by positivity), Real.sq_sqrt (by positivity)⟩
  have hwb : w = b ^ 2 / (2 * m) := by
    rw [hb2]
    field_simp
  have hd : ∀ x ∈ Ici (0 : ℝ),
      HasDerivAt (fun q => 2 * m / b * arctan (q / b)) (recoil m w x) x := by
    intro x _
    have h := (((hasDerivAt_id x).div_const b).arctan).const_mul (2 * m / b)
    refine h.congr_deriv ?_
    simp only [id, recoil]
    rw [hwb]
    field_simp
    ring
  have hpos : ∀ x ∈ Ioi (0 : ℝ), 0 ≤ recoil m w x := by
    intro x _
    unfold recoil
    positivity
  have hl : Tendsto (fun q => 2 * m / b * arctan (q / b)) atTop (𝓝 (2 * m / b * (π / 2))) :=
    ((tendsto_nhds_of_tendsto_nhdsWithin tendsto_arctan_atTop).comp
      (tendsto_id.atTop_div_const hb)).const_mul _
  refine ⟨integrableOn_Ioi_deriv_of_nonneg' hd hpos hl, ?_⟩
  have hs : m / (2 * w) = (m / b) ^ 2 := by
    rw [div_pow, hb2]
    field_simp
  rw [integral_Ioi_of_hasDerivAt_of_nonneg' hd hpos hl, hs, Real.sqrt_sq (by positivity),
    zero_div, arctan_zero]
  ring

/-- For positive mass, the integral over all `q > 0` diverges as the phonon energy decreases
to zero. -/
theorem dynamic_diverges {m : ℝ} (hm : 0 < m) :
    Tendsto (fun w => ∫ q in Ioi 0, recoil m w q) (𝓝[>] 0) atTop := by
  have h := (Real.tendsto_sqrt_atTop.comp
    (tendsto_inv_nhdsGT_zero.const_mul_atTop (half_pos hm))).const_mul_atTop pi_pos
  refine h.congr' ?_
  filter_upwards [self_mem_nhdsWithin] with w hw
  rw [(dynamic_integral hm hw).2, ← div_div, div_eq_mul_inv (m / 2) w]
  rfl

/-- For positive mass and a positive momentum cutoff `k`, the static inverse denominator is
integrable over `q > k`, and its integral is `2m/k`. -/
theorem static_integral {m k : ℝ} (hm : 0 < m) (hk : 0 < k) :
    IntegrableOn (recoil m 0) (Ioi k) ∧ ∫ q in Ioi k, recoil m 0 q = 2 * m / k := by
  have hd : ∀ x ∈ Ici k, HasDerivAt (fun q : ℝ => -(2 * m) * q⁻¹) (recoil m 0 x) x := by
    intro x hx
    have hx0 : 0 < x := lt_of_lt_of_le hk hx
    refine ((hasDerivAt_inv hx0.ne').const_mul (-(2 * m))).congr_deriv ?_
    rw [(recoil_static hm hx0).2]
    ring
  have hpos : ∀ x ∈ Ioi k, 0 ≤ recoil m 0 x := by
    intro x _
    unfold recoil
    positivity
  have hl : Tendsto (fun q : ℝ => -(2 * m) * q⁻¹) atTop (𝓝 (-(2 * m) * 0)) :=
    tendsto_inv_atTop_zero.const_mul _
  refine ⟨integrableOn_Ioi_deriv_of_nonneg' hd hpos hl, ?_⟩
  rw [integral_Ioi_of_hasDerivAt_of_nonneg' hd hpos hl]
  ring

/-- For positive mass, the static integral over `q > k` diverges as the cutoff `k` decreases
to zero. -/
theorem static_diverges {m : ℝ} (hm : 0 < m) :
    Tendsto (fun k => ∫ q in Ioi k, recoil m 0 q) (𝓝[>] 0) atTop := by
  have h2m : 0 < 2 * m := by positivity
  refine (tendsto_inv_nhdsGT_zero.const_mul_atTop h2m).congr' ?_
  filter_upwards [self_mem_nhdsWithin] with k hk
  rw [(static_integral hm hk).2, div_eq_mul_inv]

/-- For `m, C > 0`, the static integrand with weight `min(1, Cq²)` is integrable over `q > 0`,
and its integral is exactly `4m√C`. -/
theorem extremal_weight {m C : ℝ} (hm : 0 < m) (hC : 0 < C) :
    IntegrableOn (fun q => min 1 (C * q ^ 2) * recoil m 0 q) (Ioi 0) ∧
      ∫ q in Ioi 0, min 1 (C * q ^ 2) * recoil m 0 q = 4 * m * √C := by
  obtain ⟨s, hs, rfl⟩ : ∃ s : ℝ, 0 < s ∧ s ^ 2 = C :=
    ⟨√C, Real.sqrt_pos.2 hC, Real.sq_sqrt hC.le⟩
  rw [Real.sqrt_sq hs.le]
  have ha : 0 < s⁻¹ := inv_pos.2 hs
  -- below `q = 1/s` the weight cancels the singularity
  have h1 : EqOn (fun _ => 2 * m * s ^ 2)
      (fun q => min 1 (s ^ 2 * q ^ 2) * recoil m 0 q) (Ioc 0 s⁻¹) := by
    intro q hq
    have hq0 : 0 < q := hq.1
    have hsq : s * q ≤ 1 := by
      have h := mul_le_mul_of_nonneg_left hq.2 hs.le
      rwa [mul_inv_cancel₀ hs.ne'] at h
    have hle : s ^ 2 * q ^ 2 ≤ 1 := by nlinarith [mul_pos hs hq0]
    show 2 * m * s ^ 2 = min 1 (s ^ 2 * q ^ 2) * recoil m 0 q
    rw [min_eq_right hle, (recoil_static hm hq0).2]
    field_simp
  -- above it the weight is one
  have h2 : EqOn (recoil m 0)
      (fun q => min 1 (s ^ 2 * q ^ 2) * recoil m 0 q) (Ioi s⁻¹) := by
    intro q hq
    have hsq : 1 ≤ s * q := by
      have h := mul_le_mul_of_nonneg_left (le_of_lt hq) hs.le
      rwa [mul_inv_cancel₀ hs.ne'] at h
    have hle : 1 ≤ s ^ 2 * q ^ 2 := by nlinarith
    show recoil m 0 q = min 1 (s ^ 2 * q ^ 2) * recoil m 0 q
    rw [min_eq_left hle, one_mul]
  have i1 := (continuous_const.integrableOn_Ioc (μ := volume)).congr_fun h1 measurableSet_Ioc
  have i2 := (static_integral hm ha).1.congr_fun h2 measurableSet_Ioi
  have e1 := setIntegral_congr_fun (μ := volume) measurableSet_Ioc h1
  have e2 := setIntegral_congr_fun (μ := volume) measurableSet_Ioi h2
  have hdisj : Disjoint (Ioc 0 s⁻¹) (Ioi s⁻¹) :=
    Set.disjoint_left.2 fun _ h h' => not_lt_of_ge h.2 h'
  rw [← Ioc_union_Ioi_eq_Ioi ha.le]
  refine ⟨i1.union i2, ?_⟩
  rw [setIntegral_union hdisj measurableSet_Ioi i1 i2, ← e1, ← e2, (static_integral hm ha).2,
    ← intervalIntegral.integral_of_le ha.le, intervalIntegral.integral_const, smul_eq_mul,
    sub_zero]
  field_simp
  ring

/-- For `m > 0`, `w ≥ 0` and `q > 0`, a weight value `f` between `0` and `min(1, Cq²)` gives an
integrand no larger in size than the static one with weight `min(1, Cq²)`. -/
theorem weighted_le {m w C q f : ℝ} (hm : 0 < m) (hw : 0 ≤ w) (hq : 0 < q)
    (hf : 0 ≤ f ∧ f ≤ min 1 (C * q ^ 2)) :
    ‖f * recoil m w q‖ ≤ min 1 (C * q ^ 2) * recoil m 0 q := by
  have hp : 0 < q ^ 2 / (2 * m) := by positivity
  have h0 : 0 ≤ recoil m w q := by
    unfold recoil
    positivity
  have hle : recoil m w q ≤ recoil m 0 q :=
    one_div_le_one_div_of_le (by linarith) (by linarith)
  rw [Real.norm_of_nonneg (mul_nonneg hf.1 h0)]
  exact mul_le_mul hf.2 hle h0 (hf.1.trans hf.2)

/-- Let `m, C > 0` and let the measurable exciton weight satisfy `0 ≤ F(q) ≤ min(1, Cq²)` for
`q > 0`. For every phonon energy `w ≥ 0` the weighted integrand is integrable over `q > 0`, and
its integral is at most `4m√C`. -/
theorem neutral_exciton_bound {m w C : ℝ} {F : ℝ → ℝ} (hm : 0 < m) (hw : 0 ≤ w) (hC : 0 < C)
    (hF : Measurable F) (hb : ∀ q, 0 < q → 0 ≤ F q ∧ F q ≤ min 1 (C * q ^ 2)) :
    IntegrableOn (fun q => F q * recoil m w q) (Ioi 0) ∧
      ∫ q in Ioi 0, F q * recoil m w q ≤ 4 * m * √C := by
  have hmeas : Measurable (fun q => F q * recoil m w q) := by
    unfold recoil
    fun_prop
  have hE := extremal_weight hm hC
  have hi : IntegrableOn (fun q => F q * recoil m w q) (Ioi 0) :=
    Integrable.mono' hE.1 hmeas.aestronglyMeasurable
      (ae_restrict_of_forall_mem measurableSet_Ioi fun q hq => weighted_le hm hw hq (hb q hq))
  refine ⟨hi, ?_⟩
  rw [← hE.2]
  exact setIntegral_mono_on hi hE.1 measurableSet_Ioi fun q hq =>
    (le_abs_self _).trans (weighted_le hm hw hq (hb q hq))

/-- Let `m, C > 0` and let the measurable exciton weight satisfy `0 ≤ F(q) ≤ min(1, Cq²)` for
`q > 0`. As the phonon energy decreases to zero, the weighted integral tends to its static
value. -/
theorem neutral_adiabatic_limit {m C : ℝ} {F : ℝ → ℝ} (hm : 0 < m) (hC : 0 < C)
    (hF : Measurable F) (hb : ∀ q, 0 < q → 0 ≤ F q ∧ F q ≤ min 1 (C * q ^ 2)) :
    Tendsto (fun w => ∫ q in Ioi 0, F q * recoil m w q) (𝓝[>] 0)
      (𝓝 (∫ q in Ioi 0, F q * recoil m 0 q)) := by
  -- dominated convergence, with the extremal static integrand as majorant
  refine tendsto_integral_filter_of_dominated_convergence
    (fun q => min 1 (C * q ^ 2) * recoil m 0 q) ?_ ?_ (extremal_weight hm hC).1 ?_
  · filter_upwards [self_mem_nhdsWithin] with w hw
    exact (neutral_exciton_bound hm (le_of_lt hw) hC hF hb).1.aestronglyMeasurable
  · filter_upwards [self_mem_nhdsWithin] with w hw
    exact ae_restrict_of_forall_mem measurableSet_Ioi fun q hq =>
      weighted_le hm (le_of_lt hw) hq (hb q hq)
  · refine ae_restrict_of_forall_mem measurableSet_Ioi fun q hq => ?_
    have hq0 : 0 < q := hq
    have hne : q ^ 2 / (2 * m) + (0 : ℝ) ≠ 0 := by
      rw [add_zero]
      positivity
    have hc : ContinuousAt (fun w : ℝ => F q * (1 / (q ^ 2 / (2 * m) + w))) 0 :=
      continuousAt_const.mul
        (continuousAt_const.div (continuousAt_const.add continuousAt_id) hne)
    exact hc.tendsto.mono_left nhdsWithin_le_nhds

end AdiabaticBreakdown
```

```lean
#print axioms AdiabaticBreakdown.dynamic_diverges
-- 'AdiabaticBreakdown.dynamic_diverges' depends on axioms: [propext, Classical.choice, Quot.sound]
#print axioms AdiabaticBreakdown.static_diverges
-- 'AdiabaticBreakdown.static_diverges' depends on axioms: [propext, Classical.choice, Quot.sound]
#print axioms AdiabaticBreakdown.neutral_exciton_bound
-- 'AdiabaticBreakdown.neutral_exciton_bound' depends on axioms: [propext, Classical.choice, Quot.sound]
#print axioms AdiabaticBreakdown.neutral_adiabatic_limit
-- 'AdiabaticBreakdown.neutral_adiabatic_limit' depends on axioms: [propext, Classical.choice, Quot.sound]
```

### From the antiderivatives to the adiabatic limit

`recoil_static` supplies D_0 = 2m/q² and its positivity. In `dynamic_integral` and `static_integral`, `hd` checks the antiderivative and `hl` its limit at infinity. Since the integrand is nonnegative, `integrableOn_Ioi_deriv_of_nonneg'` then yields integrability, and `integral_Ioi_of_hasDerivAt_of_nonneg'` the value. `dynamic_diverges` and `static_diverges` take the limits of these closed forms.

`extremal_weight` replaces C by s². Its `h1` identifies the constant integrand up to 1/s, `h2` the unweighted one beyond it, and `setIntegral_union` adds the two contributions.

`weighted_le` is the pointwise comparison: `one_div_le_one_div_of_le` gives D_w ≤ D_0, and `mul_le_mul` brings in the weights. In `neutral_exciton_bound`, `Integrable.mono'` turns this comparison into integrability, which is where measurability of F enters, and `setIntegral_mono_on` turns it into the bound on the integral.

`neutral_adiabatic_limit` applies `tendsto_integral_filter_of_dominated_convergence`. Its three remaining goals are measurability for w > 0, the majorant from `weighted_le`, and pointwise convergence. The last follows from continuity in w at 0, where `hne` records that the denominator q²/(2m) is nonzero.
